# A Chebyshev bound for Krylov residuals of symmetric positive definite operators

Let $A$ be a symmetric operator on a finite-dimensional real inner-product space, with $m\|v\|^2\le\langle v,Av\rangle\le L\|v\|^2$ for all $v$ and $0<m<L$. For every $k=0,1,2,\dots$ there is a real polynomial $p$ with $\deg p\le k$, $p(0)=1$ and

$$\|p(A)r\|\le 2q^k\|r\|\quad\text{for all } r,\qquad q=\frac{\sqrt L-\sqrt m}{\sqrt L+\sqrt m}.$$

The polynomial is explicit and depends only on $m$, $L$ and $k$. It follows that a Krylov iterate of minimal residual for $Ax=b$ has at most $2q^k$ times the initial residual. This covers static linear-response equations in a finite real basis when their matrix is symmetric and positive definite and the arithmetic is exact.

## The operator and its spectral window

The space is `E`, and $A$ is a linear map from `E` to itself, of type `Module.End ℝ E`. A real symmetric matrix acting on column vectors with the Euclidean norm is the standard case.

```lean
import Mathlib

open Polynomial
open scoped InnerProductSpace

namespace ChebyshevKrylovBound

noncomputable section

variable {E : Type*} [NormedAddCommGroup E] [InnerProductSpace ℝ E]
```

If $A$ is the Hessian of an energy at a stationary point, $m>0$ implies that every sufficiently small nonzero displacement costs energy, and $L$ bounds the curvature in the stiffest direction. The two numbers need only bound the spectrum, not be its end points.

```lean
/-- The quadratic form of `A` lies between `m ‖v‖²` and `L ‖v‖²`. -/
def FormBounds (A : Module.End ℝ E) (m L : ℝ) : Prop :=
  ∀ v : E, m * ‖v‖ ^ 2 ≤ ⟪v, A v⟫_ℝ ∧ ⟪v, A v⟫_ℝ ≤ L * ‖v‖ ^ 2
```

The factor $q$ is `rate m L`.

```lean
/-- The convergence factor `(√L - √m) / (√L + √m)`, for `0 < m < L`. -/
def rate (m L : ℝ) : ℝ := (√L - √m) / (√L + √m)
```

## A Chebyshev polynomial normalised at zero

Let $T_k$ be the Chebyshev polynomial of index $k$. The map $x\mapsto(L+m-2x)/(L-m)$ takes $[m,L]$ to $[-1,1]$ and zero to $\sigma=(L+m)/(L-m)>1$. Set

$$p(x)=\frac{1}{T_k(\sigma)}\,T_k\!\left(\frac{L+m-2x}{L-m}\right).$$

```lean
/-- The Chebyshev polynomial of index `k`, carried from `[-1, 1]` to `[m, L]` and divided by
its value at zero, for `0 < m < L`. -/
def residualPoly (m L : ℝ) (k : ℕ) : ℝ[X] :=
  C ((Chebyshev.T ℝ (k : ℤ)).eval ((L + m) / (L - m)))⁻¹ *
    (Chebyshev.T ℝ (k : ℤ)).comp (C ((L + m) / (L - m)) - C (2 / (L - m)) * X)
```

The polynomials start from $T_0=1$ and $T_1=X$ and obey $T_{k+2}=2X\,T_{k+1}-T_k$. Mathlib indexes them by integers, so the recurrence is restated for natural numbers.

```lean
/-- The three-term recurrence of the Chebyshev polynomials, with natural indices. -/
theorem chebyshev_rec (k : ℕ) : Chebyshev.T ℝ ((k + 2 : ℕ) : ℤ) =
    2 * X * Chebyshev.T ℝ ((k + 1 : ℕ) : ℤ) - Chebyshev.T ℝ (k : ℤ) := by
  push_cast
  exact Chebyshev.T_add_two ℝ k
```

If $\deg T_k\le k$ and $\deg T_{k+1}\le k+1$, the recurrence gives $\deg T_{k+2}\le k+2$. This is a two-step induction.

```lean
/-- The Chebyshev polynomial of index `k` has degree at most `k`. -/
theorem chebyshev_natDegree_le (k : ℕ) : (Chebyshev.T ℝ (k : ℤ)).natDegree ≤ k := by
  induction k using Nat.twoStepInduction with
  | zero => simp
  | one => simp
  | more k ih0 ih1 =>
    rw [chebyshev_rec]
    have h2 : (2 * X : ℝ[X]).natDegree ≤ 1 := by compute_degree
    have h3 := natDegree_mul_le (p := (2 * X : ℝ[X])) (q := Chebyshev.T ℝ ((k + 1 : ℕ) : ℤ))
    exact (natDegree_sub_le _ _).trans (max_le (by omega) (by omega))
```

## Growth outside the interval

For $zw=1$ we have $2T_k\big(\tfrac{z+w}{2}\big)=z^k+w^k$. This holds for $k=0,1$, and the induction step is

$$(z+w)(z^{k+1}+w^{k+1})-(z^k+w^k)=z^{k+2}+w^{k+2}+(zw-1)(z^k+w^k).$$

The last term vanishes. `linear_combination` receives these same multipliers.

```lean
/-- If `z w = 1`, the Chebyshev polynomial at the mean of `z` and `w` is the mean of
`z ^ k` and `w ^ k`. -/
theorem chebyshev_eval_mean {z w : ℝ} (h : z * w = 1) (k : ℕ) :
    2 * (Chebyshev.T ℝ (k : ℤ)).eval ((z + w) / 2) = z ^ k + w ^ k := by
  induction k using Nat.twoStepInduction with
  | zero =>
    rw [Nat.cast_zero, Chebyshev.T_zero, eval_one, pow_zero, pow_zero]
    norm_num
  | one =>
    rw [Nat.cast_one, Chebyshev.T_one, eval_X]
    ring
  | more k ih0 ih1 =>
    rw [chebyshev_rec]
    simp only [eval_sub, eval_mul, eval_X, eval_ofNat]
    linear_combination (z + w) * ih1 - ih0 + (z ^ k + w ^ k) * h
```

Take $z=q$ and $w=1/q$. Since $L-m=(\sqrt L-\sqrt m)(\sqrt L+\sqrt m)$,

$$\frac{q+q^{-1}}2=\frac{(\sqrt L-\sqrt m)^2+(\sqrt L+\sqrt m)^2}{2(L-m)}=\sigma.$$

Hence $2T_k(\sigma)=q^k+q^{-k}>0$, and

$$\frac1{T_k(\sigma)}=\frac{2q^k}{1+q^{2k}}\le 2q^k.$$

Lean proves the inequality with the denominator cleared, from $2q^kT_k(\sigma)=q^{2k}+1\ge1$.

```lean
/-- At the image `(L + m) / (L - m)` of zero the Chebyshev polynomial is positive, and its
reciprocal is at most twice the `k`-th power of the convergence factor. -/
theorem chebyshev_growth {m L : ℝ} (hm : 0 < m) (hL : m < L) (k : ℕ) :
    0 < (Chebyshev.T ℝ (k : ℤ)).eval ((L + m) / (L - m)) ∧
      ((Chebyshev.T ℝ (k : ℤ)).eval ((L + m) / (L - m)))⁻¹ ≤ 2 * rate m L ^ k := by
  have ht : 0 < √m := Real.sqrt_pos.2 hm
  have hst : √m < √L := Real.sqrt_lt_sqrt hm.le hL
  have h1 : 0 < √L - √m := by linarith
  have h2 : 0 < √L + √m := by linarith
  have hq : 0 < rate m L := div_pos h1 h2
  have hsL : √L ^ 2 = L := Real.sq_sqrt (hm.trans hL).le
  have hsm : √m ^ 2 = m := Real.sq_sqrt hm.le
  -- the image of zero is the mean of the factor and its inverse
  have hσ : (L + m) / (L - m) = (rate m L + (rate m L)⁻¹) / 2 := by
    have hLm : L - m ≠ 0 := by linarith
    rw [rate, inv_div, div_add_div _ _ h2.ne' h1.ne', div_div,
      div_eq_div_iff hLm (by positivity)]
    have e1 : L - m = (√L - √m) * (√L + √m) := by linear_combination hsm - hsL
    have e2 : L + m = √L ^ 2 + √m ^ 2 := by rw [hsL, hsm]
    rw [e1, e2]
    ring
  have h := chebyshev_eval_mean (mul_inv_cancel₀ hq.ne') k
  rw [← hσ] at h
  have hp : rate m L ^ k * (rate m L)⁻¹ ^ k = 1 := by
    rw [← mul_pow, mul_inv_cancel₀ hq.ne', one_pow]
  have ha : 0 < rate m L ^ k := pow_pos hq k
  have hb : 0 < (rate m L)⁻¹ ^ k := pow_pos (inv_pos.2 hq) k
  have hT : 0 < (Chebyshev.T ℝ (k : ℤ)).eval ((L + m) / (L - m)) := by linarith
  refine ⟨hT, ?_⟩
  rw [inv_eq_one_div, div_le_iff₀ hT]
  have e : 2 * rate m L ^ k * (Chebyshev.T ℝ (k : ℤ)).eval ((L + m) / (L - m)) =
      (rate m L ^ k) ^ 2 + 1 := by linear_combination rate m L ^ k * h + hp
  rw [e]
  linarith [sq_nonneg (rate m L ^ k)]
```

## The bound on the spectral window

For $m\le x\le L$ the argument of $T_k$ lies in $[-1,1]$, so it equals $\cos\theta$ for some $\theta$. Then $|T_k(\cos\theta)|=|\cos k\theta|\le1$, and $|p(x)|\le 1/T_k(\sigma)\le2q^k$.

```lean
/-- On the interval `[m, L]` the residual polynomial is at most twice the `k`-th power of the
convergence factor in absolute value. -/
theorem abs_residualPoly_le {m L : ℝ} (hm : 0 < m) (hL : m < L) (k : ℕ) {x : ℝ}
    (h1 : m ≤ x) (h2 : x ≤ L) : |(residualPoly m L k).eval x| ≤ 2 * rate m L ^ k := by
  obtain ⟨hT, hb⟩ := chebyshev_growth hm hL k
  have hd : 0 < L - m := by linarith
  have hy : (L + m) / (L - m) - 2 / (L - m) * x = (L + m - 2 * x) / (L - m) := by ring
  have hy1 : -1 ≤ (L + m - 2 * x) / (L - m) := by rw [le_div_iff₀ hd]; linarith
  have hy2 : (L + m - 2 * x) / (L - m) ≤ 1 := by rw [div_le_iff₀ hd]; linarith
  have hc : |(Chebyshev.T ℝ (k : ℤ)).eval ((L + m - 2 * x) / (L - m))| ≤ 1 := by
    rw [← Real.cos_arccos hy1 hy2, Chebyshev.T_real_cos]
    exact Real.abs_cos_le_one _
  simp only [residualPoly, eval_mul, eval_C, eval_comp, eval_sub, eval_X]
  rw [hy, abs_mul, abs_of_pos (inv_pos.2 hT)]
  exact (mul_le_of_le_one_right (inv_pos.2 hT).le hc).trans hb
```

## From numbers to the operator

Take an orthonormal eigenbasis, $Ab_i=e_ib_i$. Then $e_i=\langle b_i,Ab_i\rangle\in[m,L]$. Write $r=\sum_i c_ib_i$. If $|p|\le M$ on $[m,L]$,

$$\|p(A)r\|^2=\sum_i c_i^2\,p(e_i)^2\le M^2\sum_i c_i^2=M^2\|r\|^2.$$

The proof turns on `aeval A`, the algebra homomorphism that sends $X$ to $A$ and products of polynomials to compositions of operators. The lemma `Module.End.aeval_apply_of_hasEigenvector` gives $p(A)b_i=p(e_i)b_i$, so the operator problem splits into scalar ones.

```lean
/-- A bound on a polynomial over `[m, L]` is a bound on the same polynomial of a symmetric
operator whose quadratic form lies between `m` and `L`. -/
theorem norm_aeval_le [FiniteDimensional ℝ E] {A : Module.End ℝ E}
    (hA : LinearMap.IsSymmetric A) {m L M : ℝ} (hf : FormBounds A m L) (hM : 0 ≤ M)
    (p : ℝ[X]) (hp : ∀ x, m ≤ x → x ≤ L → |p.eval x| ≤ M) (r : E) :
    ‖aeval A p r‖ ≤ M * ‖r‖ := by
  let b := hA.eigenvectorBasis rfl
  let e := hA.eigenvalues rfl
  have hev : ∀ i, Module.End.HasEigenvector A (e i) (b i) :=
    fun i => hA.hasEigenvector_eigenvectorBasis rfl i
  -- each eigenvalue is the quadratic form at a unit vector
  have he : ∀ i, m ≤ e i ∧ e i ≤ L := by
    intro i
    have h := hf (b i)
    rw [(hev i).apply_eq_smul, inner_smul_right, real_inner_self_eq_norm_sq,
      b.orthonormal.1 i] at h
    simpa using h
  have hn : ∀ c : Fin (Module.finrank ℝ E) → ℝ, ‖∑ i, c i • b i‖ ^ 2 = ∑ i, c i ^ 2 := by
    intro c
    rw [← real_inner_self_eq_norm_sq, b.orthonormal.inner_sum c c Finset.univ]
    simp [sq]
  obtain ⟨c, rfl⟩ : ∃ c : Fin (Module.finrank ℝ E) → ℝ, ∑ i, c i • b i = r :=
    ⟨fun i => b.repr r i, b.sum_repr r⟩
  have hs : aeval A p (∑ i, c i • b i) = ∑ i, (c i * p.eval (e i)) • b i := by
    rw [map_sum]
    refine Finset.sum_congr rfl fun i _ => ?_
    rw [map_smul, Module.End.aeval_apply_of_hasEigenvector (hev i), smul_smul]
  -- compare the squared norms component by component
  refine (pow_le_pow_iff_left₀ (norm_nonneg _) (by positivity) two_ne_zero).1 ?_
  rw [hs, hn, mul_pow, hn, Finset.mul_sum]
  refine Finset.sum_le_sum fun i _ => ?_
  have h : p.eval (e i) ^ 2 ≤ M ^ 2 :=
    sq_le_sq.2 ((hp _ (he i).1 (he i).2).trans (le_abs_self M))
  rw [mul_pow, mul_comm]
  exact mul_le_mul_of_nonneg_right h (sq_nonneg _)
```

Now put $M=2q^k$. Composition with a polynomial of degree at most one keeps $\deg p\le k$, and $p(0)=T_k(\sigma)/T_k(\sigma)=1$.

```lean
/-- The residual polynomial has degree at most `k` and value one at zero, and applied to a symmetric
`A` with form bounds `0 < m < L` it multiplies the norm of every vector by at most `2 * ((√L - √m) /
(√L + √m)) ^ k`. -/
theorem chebyshev_krylov_bound [FiniteDimensional ℝ E] {A : Module.End ℝ E}
    (hA : LinearMap.IsSymmetric A) {m L : ℝ} (hm : 0 < m) (hL : m < L)
    (hf : FormBounds A m L) (k : ℕ) :
    (residualPoly m L k).natDegree ≤ k ∧ (residualPoly m L k).eval 0 = 1 ∧
      ∀ r : E, ‖aeval A (residualPoly m L k) r‖ ≤
        2 * ((√L - √m) / (√L + √m)) ^ k * ‖r‖ := by
  obtain ⟨hT, hb⟩ := chebyshev_growth hm hL k
  refine ⟨?_, ?_, ?_⟩
  · have h1 : (C ((L + m) / (L - m)) - C (2 / (L - m)) * X : ℝ[X]).natDegree ≤ 1 := by
      compute_degree
    refine (natDegree_C_mul_le _ _).trans (natDegree_comp_le.trans ?_)
    exact (Nat.mul_le_mul (chebyshev_natDegree_le k) h1).trans (by omega)
  · simp only [residualPoly, eval_mul, eval_C, eval_comp, eval_sub, eval_X, mul_zero, sub_zero]
    exact inv_mul_cancel₀ hT.ne'
  · exact norm_aeval_le hA hf ((inv_pos.2 hT).le.trans hb) _
      fun x h1 h2 => abs_residualPoly_le hm hL k h1 h2
```

## Minimal-residual iterates

From here on $b$ is the right-hand side of $Ax=b$, and $r_0=b-Ax_0$. The $k$-th Krylov space consists of the vectors $s(A)r_0$ with $\deg s<k$. For $k=0$ only $s=0$ qualifies, and $x=x_0$.

```lean
/-- `x` minimises the residual norm of `A x = b` over `x₀` plus the `k`-th Krylov space of the
initial residual `b - A x₀`. -/
def IsMinimalResidual (A : Module.End ℝ E) (b x₀ : E) (k : ℕ) (x : E) : Prop :=
  (∃ s : ℝ[X], s.degree < k ∧ x = x₀ + aeval A s (b - A x₀)) ∧
    ∀ s : ℝ[X], s.degree < k → ‖b - A x‖ ≤ ‖b - A (x₀ + aeval A s (b - A x₀))‖
```

Since $p(0)=1$, we can write $p=1+Xt$, where $t$ is `divX p`. The trial polynomial $s=-t$ has degree below $k$, and

$$b-A\big(x_0+s(A)r_0\big)=r_0+A\,t(A)r_0=p(A)r_0.$$

The minimiser does at least as well as this trial vector. That $x$ is a minimiser is a hypothesis; no algorithm, restart or rounding error enters.

```lean
/-- For a symmetric `A` with form bounds `0 < m < L`, the residual norm of a `k`-th minimal-residual
Krylov iterate is at most `2 * ((√L - √m) / (√L + √m)) ^ k` times the initial residual norm. -/
theorem minimalResidual_bound [FiniteDimensional ℝ E] {A : Module.End ℝ E}
    (hA : LinearMap.IsSymmetric A) {m L : ℝ} (hm : 0 < m) (hL : m < L)
    (hf : FormBounds A m L) {b x₀ x : E} {k : ℕ} (hx : IsMinimalResidual A b x₀ k x) :
    ‖b - A x‖ ≤ 2 * ((√L - √m) / (√L + √m)) ^ k * ‖b - A x₀‖ := by
  obtain ⟨p, hdeg, h0, hb⟩ : ∃ p : ℝ[X], p.natDegree ≤ k ∧ p.eval 0 = 1 ∧
      ∀ r : E, ‖aeval A p r‖ ≤ 2 * ((√L - √m) / (√L + √m)) ^ k * ‖r‖ :=
    ⟨_, chebyshev_krylov_bound hA hm hL hf k⟩
  -- split off the constant term: `p = X * divX p + 1`
  have hp : p = X * divX p + 1 := by
    have h := divX_mul_X_add p
    rw [coeff_zero_eq_eval_zero, h0, map_one, mul_comm] at h
    exact h.symm
  have hs : (-divX p).degree < k := by
    rw [degree_neg, degree_lt_iff_coeff_zero]
    intro j hj
    rw [coeff_divX]
    exact coeff_eq_zero_of_natDegree_lt (by omega)
  have hr : aeval A p (b - A x₀) = A (aeval A (divX p) (b - A x₀)) + (b - A x₀) := by
    have h := congrArg (fun q : ℝ[X] => aeval A q (b - A x₀)) hp
    simpa only [map_add, map_mul, aeval_X, map_one, LinearMap.add_apply,
      Module.End.mul_apply, Module.End.one_apply] using h
  have he : b - A (x₀ + aeval A (-divX p) (b - A x₀)) = aeval A p (b - A x₀) := by
    rw [hr, map_neg, LinearMap.neg_apply, map_add, map_neg]
    abel
  exact (hx.2 _ hs).trans (he ▸ hb (b - A x₀))

end

end ChebyshevKrylovBound
```

```lean
#print axioms ChebyshevKrylovBound.chebyshev_krylov_bound
-- 'ChebyshevKrylovBound.chebyshev_krylov_bound' depends on axioms: [propext, Classical.choice, Quot.sound]
#print axioms ChebyshevKrylovBound.minimalResidual_bound
-- 'ChebyshevKrylovBound.minimalResidual_bound' depends on axioms: [propext, Classical.choice, Quot.sound]
```

## Without symmetry the bound can fail

Let $A=\begin{pmatrix}1&-2\\2&1\end{pmatrix}$, $m=1$, $L=4$ and $k=1$. Then $\langle v,Av\rangle=\|v\|^2$, so the form bounds hold, and $2q=2/3$. Every admissible polynomial is $1-cX$ with $c$ real, and

$$\|(1-cA)r\|^2=(1-2c+5c^2)\|r\|^2\ge\tfrac45\|r\|^2.$$

The best factor is $2/\sqrt5\approx0.89$, which exceeds $2/3$. The form bounds do not see the antisymmetric part of $A$, which moves the eigenvalues to $1\pm2i$, off the interval where $p$ is small.
